# Inverse-cube extrapolation of convergent energies: doubling the cardinal number keeps the limit, neighbouring numbers can lose it

Correlation energies computed in a family of basis sets approach the complete-basis limit slowly, because smooth orbital products describe the electron–electron cusp poorly. A common remedy assumes an error proportional to $n^{-3}$, where $n$ is the cardinal number of the basis, and eliminates it between two calculations. Suppose the energies converge but need not obey that law. Do the extrapolated values still converge to the same limit?

```lean
import Mathlib

open Filter Topology

namespace TwoPointExtrapolation

noncomputable section
```

Let $E(n)$ be the energy at cardinal number $n$. For $m<n$ the two-point formula is
$$X(m,n)=\frac{n^3E(n)-m^3E(m)}{n^3-m^3}.$$
In Lean, `E : ℕ → ℝ` is an arbitrary real sequence; no Hamiltonian or basis enters. The smaller cardinal number is the first argument of `twoPoint`.

```lean
/-- The two-point inverse-cube extrapolation of the energies `E m` and `E n`,
for distinct cardinal numbers `m` and `n`. -/
def twoPoint (E : ℕ → ℝ) (m n : ℕ) : ℝ :=
  ((n : ℝ) ^ 3 * E n - (m : ℝ) ^ 3 * E m) / ((n : ℝ) ^ 3 - (m : ℝ) ^ 3)
```

The behaviour of $X$ is governed by the amplification factor
$$w(m,n)=\frac{m^3}{n^3-m^3}.$$

```lean
/-- The factor `m³ / (n³ - m³)` by which the extrapolation multiplies the energy difference
between the cardinal numbers `m` and `n`, for `m ≠ n`. -/
def amplification (m n : ℕ) : ℝ :=
  (m : ℝ) ^ 3 / ((n : ℝ) ^ 3 - (m : ℝ) ^ 3)
```

One artificial sequence will serve as a counterexample:
$$S(n)=2^{-\lfloor\log_4 n\rfloor}+\frac1{n+1},$$
with the exponent $\lfloor\log_4 n\rfloor$ taken as $0$ at $n=0$, as `Nat.log` does, so that $S(0)=2$.

```lean
/-- An energy sequence that falls in ever rarer steps, at the powers 4, 16, 64, … of four, with a
small smooth term `1 / (n + 1)` added. -/
def stepEnergy (n : ℕ) : ℝ :=
  (1 / 2 : ℝ) ^ Nat.log 4 n + 1 / ((n : ℝ) + 1)
```

## What the formula removes, and what it amplifies

For $m<n$ the denominator is positive, since cubing preserves order on nonnegative numbers.

```lean
lemma cube_gap_pos {m n : ℕ} (h : m < n) : 0 < (n : ℝ) ^ 3 - (m : ℝ) ^ 3 := by
  have h' : (m : ℝ) < n := by exact_mod_cast h
  exact sub_pos.2 (pow_lt_pow_left₀ h' (Nat.cast_nonneg m) (by norm_num))
```

Let $E(k)=L+A/k^3$, where $L$ is the complete-basis limit and $A$ is the strength of the leading cusp error. Then $n^3E(n)-m^3E(m)=L(n^3-m^3)+A-A$, so $X=L$. The proof clears the denominator and cancels the two copies of $A$.

```lean
/-- For energies that follow the law `L + A / n³` exactly, the extrapolation from two distinct
positive cardinal numbers `m < n` returns `L`. -/
theorem twoPoint_exact (L A : ℝ) {m n : ℕ} (hm : 0 < m) (h : m < n) :
    twoPoint (fun k => L + A / (k : ℝ) ^ 3) m n = L := by
  have hm' : (m : ℝ) ≠ 0 := by exact_mod_cast hm.ne'
  have hn' : (n : ℝ) ≠ 0 := by exact_mod_cast (hm.trans h).ne'
  have h1 : (n : ℝ) ^ 3 * (A / (n : ℝ) ^ 3) = A := by field_simp
  have h2 : (m : ℝ) ^ 3 * (A / (m : ℝ) ^ 3) = A := by field_simp
  unfold twoPoint
  rw [div_eq_iff (cube_gap_pos h).ne']
  linear_combination h1 - h2
```

For general $E$, write $n^3=(n^3-m^3)+m^3$ in the numerator:
$$X(m,n)=E(n)-w(m,n)\,[E(m)-E(n)].$$

```lean
/-- For `m < n` the extrapolated energy is the energy at `n` minus the amplified energy
difference between `m` and `n`. -/
theorem twoPoint_eq (E : ℕ → ℝ) {m n : ℕ} (h : m < n) :
    twoPoint E m n = E n - amplification m n * (E m - E n) := by
  have hd := (cube_gap_pos h).ne'
  have hc := div_mul_cancel₀ ((m : ℝ) ^ 3) hd
  unfold twoPoint amplification
  rw [div_eq_iff hd]
  linear_combination (E m - E n) * hc
```

## The size of the factor

If $0<m\le rn$ with $r<1$, then $r>0$, $m<n$ and $m^3\le r^3n^3$. Subtracting $r^3m^3$ from both sides gives $m^3(1-r^3)\le r^3(n^3-m^3)$, hence $0\le w\le r^3/(1-r^3)$.

```lean
/-- If `0 < m ≤ r n` with `r < 1`, then `m < n` and the amplification factor lies between
zero and `r³ / (1 - r³)`. -/
theorem amplification_le {m n : ℕ} {r : ℝ} (hm : 0 < m) (hr : r < 1)
    (h : (m : ℝ) ≤ r * n) :
    m < n ∧ 0 ≤ amplification m n ∧ amplification m n ≤ r ^ 3 / (1 - r ^ 3) := by
  have hm' : (0 : ℝ) < m := by exact_mod_cast hm
  have hn : (0 : ℝ) < n := by
    rcases (Nat.cast_nonneg n : (0 : ℝ) ≤ n).eq_or_lt with h0 | h0
    · rw [← h0, mul_zero] at h
      linarith
    · exact h0
  have hr0 : 0 < r := by
    by_contra hc
    nlinarith [mul_nonneg (neg_nonneg.2 (not_lt.1 hc)) hn.le]
  have hlt : m < n := by
    have : (m : ℝ) < n := by nlinarith [mul_pos (sub_pos.2 hr) hn]
    exact_mod_cast this
  have hd := cube_gap_pos hlt
  have hr3 : 0 < 1 - r ^ 3 := sub_pos.2 (pow_lt_one₀ hr0.le hr (by norm_num))
  have h3 : (m : ℝ) ^ 3 ≤ r ^ 3 * (n : ℝ) ^ 3 := by
    rw [← mul_pow]
    exact pow_le_pow_left₀ hm'.le h 3
  refine ⟨hlt, div_nonneg (by positivity) hd.le, ?_⟩
  unfold amplification
  rw [div_le_div_iff₀ hd hr3]
  nlinarith [h3]
```

For neighbours, $w(n,n+1)=n^3/(3n^2+3n+1)$. The upper bound $n/3$ follows from $3n^2\le 3n^2+3n+1$. The lower bound $n/7$ is equivalent to $n(n-1)(4n+1)\ge0$, which is `key` in the proof and holds for every natural $n$, zero included.

```lean
/-- For neighbouring cardinal numbers `n` and `n + 1` the amplification factor grows linearly:
it lies between `n / 7` and `n / 3`. -/
theorem amplification_succ (n : ℕ) :
    (n : ℝ) / 7 ≤ amplification n (n + 1) ∧ amplification n (n + 1) ≤ (n : ℝ) / 3 := by
  have hd := cube_gap_pos (Nat.lt_succ_self n)
  have hx : (0 : ℝ) ≤ n := Nat.cast_nonneg n
  have key : 0 ≤ (n : ℝ) * (n - 1) * (4 * n + 1) := by
    rcases Nat.eq_zero_or_pos n with h0 | h0
    · simp [h0]
    · have h1 : (1 : ℝ) ≤ n := by exact_mod_cast h0
      exact mul_nonneg (mul_nonneg hx (sub_nonneg.2 h1)) (by positivity)
  unfold amplification
  constructor
  · rw [le_div_iff₀ hd]
    push_cast
    nlinarith [key]
  · rw [div_le_iff₀ hd]
    push_cast
    nlinarith [sq_nonneg (n : ℝ)]
```

## Separated cardinal numbers keep the limit

Take pairs $(m_j,n_j)$ with $m_j\to\infty$ and $m_j\le rn_j$ for one fixed $r<1$. If $E\to L$, then $E(m_j)-E(n_j)\to0$. A bounded factor times this difference also vanishes, so $X(m_j,n_j)\to L$. The squeeze lemma `squeeze_zero_norm'` carries out this step. `Tendsto E atTop (𝓝 L)` is the hypothesis $E\to L$; that a real basis family reaches the complete-basis limit is assumed here.

```lean
/-- If the energies converge to `L`, the smaller cardinal number `m` tends to infinity, and
`m ≤ r n` with a fixed `r < 1`, then the extrapolated energies converge to `L`. -/
theorem twoPoint_regular {E : ℕ → ℝ} {L r : ℝ} {m n : ℕ → ℕ}
    (hE : Tendsto E atTop (𝓝 L)) (hm : Tendsto m atTop atTop) (hr : r < 1)
    (hmn : ∀ j, (m j : ℝ) ≤ r * n j) :
    Tendsto (fun j => twoPoint E (m j) (n j)) atTop (𝓝 L) := by
  have hb : ∀ᶠ j in atTop, m j < n j ∧ 0 ≤ amplification (m j) (n j) ∧
      amplification (m j) (n j) ≤ r ^ 3 / (1 - r ^ 3) := by
    filter_upwards [hm.eventually_gt_atTop 0] with j hj
    exact amplification_le hj hr (hmn j)
  have hn : Tendsto n atTop atTop :=
    tendsto_atTop_mono' atTop (hb.mono fun j hj => hj.1.le) hm
  have hEn : Tendsto (fun j => E (n j)) atTop (𝓝 L) := hE.comp hn
  have hEm : Tendsto (fun j => E (m j)) atTop (𝓝 L) := hE.comp hm
  -- a bounded factor times a vanishing difference vanishes
  have hz : Tendsto (fun j => r ^ 3 / (1 - r ^ 3) * |E (m j) - E (n j)|) atTop (𝓝 0) := by
    simpa using (hEm.sub hEn).abs.const_mul (r ^ 3 / (1 - r ^ 3))
  have hc : Tendsto (fun j => amplification (m j) (n j) * (E (m j) - E (n j)))
      atTop (𝓝 0) := by
    refine squeeze_zero_norm' ?_ hz
    filter_upwards [hb] with j hj
    rw [Real.norm_eq_abs, abs_mul, abs_of_nonneg hj.2.1]
    exact mul_le_mul_of_nonneg_right hj.2.2 (abs_nonneg _)
  have hs := hEn.sub hc
  rw [sub_zero] at hs
  refine hs.congr' ?_
  filter_upwards [hb] with j hj
  exact (twoPoint_eq E hj.1).symm
```

For the pair $(n,2n)$ the formula becomes $(8E(2n)-E(n))/7$, and $r=1/2$ applies. The two expressions agree for $n>0$, which is enough for a limit.

```lean
/-- For every convergent energy sequence the doubling rule `(8 E(2n) - E(n)) / 7` converges to
the limit of the sequence. -/
theorem doubling_regular {E : ℕ → ℝ} {L : ℝ} (hE : Tendsto E atTop (𝓝 L)) :
    Tendsto (fun n => (8 * E (2 * n) - E n) / 7) atTop (𝓝 L) := by
  have h := twoPoint_regular (m := fun j => j) (n := fun j => 2 * j) (r := 1 / 2)
    hE tendsto_id (by norm_num) (fun j => by push_cast; linarith)
  refine h.congr' ?_
  filter_upwards [eventually_gt_atTop 0] with j hj
  have hj' : (0 : ℝ) < j := by exact_mod_cast hj
  have hd := (cube_gap_pos (show j < 2 * j by omega)).ne'
  unfold twoPoint
  rw [div_eq_iff hd]
  push_cast
  ring
```

## Neighbouring cardinal numbers need more

Put $\Delta_n=E(n)-E(n+1)$ and $w_n=w(n,n+1)$. The bounds on $w_n$ give
$$n|\Delta_n|\le 7w_n|\Delta_n|=7\,|E(n+1)-X(n,n+1)|,\qquad w_n|\Delta_n|\le n|\Delta_n|.$$
For $E\to L$, therefore, $X(n,n+1)\to L$ exactly when $n\Delta_n\to0$. The two inequalities prove the two directions.

```lean
/-- For energies converging to `L`, extrapolation from neighbouring cardinal numbers converges
to `L` exactly when `n (E(n) - E(n+1))` tends to zero. -/
theorem consecutive_regular_iff {E : ℕ → ℝ} {L : ℝ} (hE : Tendsto E atTop (𝓝 L)) :
    Tendsto (fun n => twoPoint E n (n + 1)) atTop (𝓝 L) ↔
      Tendsto (fun n : ℕ => (n : ℝ) * (E n - E (n + 1))) atTop (𝓝 0) := by
  have hE1 : Tendsto (fun n => E (n + 1)) atTop (𝓝 L) := hE.comp (tendsto_add_atTop_nat 1)
  have hX : ∀ n, twoPoint E n (n + 1) =
      E (n + 1) - amplification n (n + 1) * (E n - E (n + 1)) :=
    fun n => twoPoint_eq E (Nat.lt_succ_self n)
  have hx : ∀ n : ℕ, (0 : ℝ) ≤ n := fun n => Nat.cast_nonneg n
  constructor
  · intro h
    have hz : Tendsto (fun n => 7 * |E (n + 1) - twoPoint E n (n + 1)|) atTop (𝓝 0) := by
      simpa using (hE1.sub h).abs.const_mul 7
    refine squeeze_zero_norm (fun n => ?_) hz
    have ha := (amplification_succ n).1
    have ha0 : 0 ≤ amplification n (n + 1) := by linarith [hx n]
    rw [hX n, sub_sub_cancel, Real.norm_eq_abs, abs_mul, abs_mul, abs_of_nonneg (hx n),
      abs_of_nonneg ha0, ← mul_assoc]
    exact mul_le_mul_of_nonneg_right (by linarith) (abs_nonneg _)
  · intro h
    have hz : Tendsto (fun n : ℕ => |(n : ℝ) * (E n - E (n + 1))|) atTop (𝓝 0) := by
      simpa using h.abs
    have hc : Tendsto (fun n => amplification n (n + 1) * (E n - E (n + 1)))
        atTop (𝓝 0) := by
      refine squeeze_zero_norm (fun n => ?_) hz
      have ha := amplification_succ n
      have ha0 : 0 ≤ amplification n (n + 1) := by linarith [hx n, ha.1]
      rw [Real.norm_eq_abs, abs_mul, abs_mul, abs_of_nonneg (hx n), abs_of_nonneg ha0]
      exact mul_le_mul_of_nonneg_right (by linarith [hx n, ha.2]) (abs_nonneg _)
    have hs := hE1.sub hc
    rw [sub_zero] at hs
    exact hs.congr fun n => (hX n).symm
```

It is easy to assume that decreasing, convergent energies satisfy $n\Delta_n\to0$ automatically, because the drops $\Delta_n$ have a finite sum. That inference is valid when the drops themselves decrease, but those of $S$ do not: they are large at rare steps.

At $n+1=4^{k+1}$ the drop of $S$ is at least $2^{-k}-2^{-(k+1)}=2^{-(k+1)}$, while $w_n\ge n/7$ and $S(n+1)\le2$. Hence
$$X(n,n+1)\le 2-\frac{2^{k+1}-2^{-(k+1)}}7\le\frac{15-2^{k+1}}7.$$
Given any bound $B$, choose $k$ with $2^k>15-7B$; then $X(n,n+1)<B$. The theorem also states that $S$ decreases strictly (`StrictAnti`), thanks to the term $1/(n+1)$, and tends to zero.

```lean
/-- The step energies decrease strictly and tend to zero, yet their extrapolations from
neighbouring cardinal numbers are unbounded below. -/
theorem consecutive_not_regular :
    StrictAnti stepEnergy ∧ Tendsto stepEnergy atTop (𝓝 0) ∧
      ∀ B : ℝ, ∃ n : ℕ, twoPoint stepEnergy n (n + 1) < B := by
  refine ⟨?_, ?_, ?_⟩
  · intro m n h
    have h1 : (1 / 2 : ℝ) ^ Nat.log 4 n ≤ (1 / 2 : ℝ) ^ Nat.log 4 m :=
      pow_le_pow_of_le_one (by norm_num) (by norm_num) (Nat.log_mono_right h.le)
    have h' : (m : ℝ) + 1 < (n : ℝ) + 1 := by
      have : (m : ℝ) < n := by exact_mod_cast h
      linarith
    have h2 := one_div_lt_one_div_of_lt (by positivity : (0 : ℝ) < (m : ℝ) + 1) h'
    unfold stepEnergy
    linarith
  · have hlog : Tendsto (fun n => Nat.log 4 n) atTop atTop := by
      refine tendsto_atTop.2 fun k => eventually_atTop.2 ⟨4 ^ k, fun n hn => ?_⟩
      calc k = Nat.log 4 (4 ^ k) := (Nat.log_pow (by norm_num) k).symm
        _ ≤ Nat.log 4 n := Nat.log_mono_right hn
    have h1 : Tendsto (fun n => (1 / 2 : ℝ) ^ Nat.log 4 n) atTop (𝓝 0) :=
      (tendsto_pow_atTop_nhds_zero_of_lt_one (by norm_num) (by norm_num)).comp hlog
    have h2 := h1.add (tendsto_one_div_add_atTop_nhds_zero_nat (𝕜 := ℝ))
    rw [add_zero] at h2
    exact h2
  · intro B
    obtain ⟨k, hk⟩ := pow_unbounded_of_one_lt (15 - 7 * B) (by norm_num : (1 : ℝ) < 2)
    -- look at the step from `n` to `n + 1 = 4 ^ (k + 1)`
    obtain ⟨n, hn⟩ : ∃ n : ℕ, n + 1 = 4 ^ (k + 1) :=
      ⟨4 ^ (k + 1) - 1, Nat.sub_add_cancel (Nat.succ_le_of_lt (by positivity))⟩
    refine ⟨n, ?_⟩
    have hlog1 : Nat.log 4 (n + 1) = k + 1 := by
      rw [hn]
      exact Nat.log_pow (by norm_num) (k + 1)
    have hlog0 : Nat.log 4 n ≤ k := by
      rcases Nat.eq_zero_or_pos n with h0 | h0
      · simp [h0]
      · exact Nat.lt_succ_iff.1 (Nat.log_lt_of_lt_pow h0.ne' (by omega))
    have hx : (0 : ℝ) ≤ n := Nat.cast_nonneg n
    have hq0 : (0 : ℝ) < (1 / 2) ^ (k + 1) := by positivity
    have hq1 : (1 / 2 : ℝ) ^ (k + 1) ≤ 1 := pow_le_one₀ (by norm_num) (by norm_num)
    have hpow : (1 / 2 : ℝ) ^ k ≤ (1 / 2 : ℝ) ^ Nat.log 4 n :=
      pow_le_pow_of_le_one (by norm_num) (by norm_num) hlog0
    have hhalf : (1 / 2 : ℝ) ^ k = 2 * (1 / 2 : ℝ) ^ (k + 1) := by ring
    have hfrac : 1 / (((n + 1 : ℕ) : ℝ) + 1) ≤ 1 / ((n : ℝ) + 1) :=
      one_div_le_one_div_of_le (by positivity) (by push_cast; linarith)
    have hfrac1 : 1 / ((n : ℝ) + 1) ≤ 1 := by
      rw [div_le_one (by positivity)]
      linarith
    have hdrop : (1 / 2 : ℝ) ^ (k + 1) ≤ stepEnergy n - stepEnergy (n + 1) := by
      unfold stepEnergy
      rw [hlog1]
      linarith
    have htop : stepEnergy (n + 1) ≤ 2 := by
      unfold stepEnergy
      rw [hlog1]
      linarith
    -- the amplified drop is of order `2 ^ (k + 1)`
    have hprod : (n : ℝ) * (1 / 2) ^ (k + 1) = 2 ^ (k + 1) - (1 / 2) ^ (k + 1) := by
      have hcast : (n : ℝ) + 1 = 4 ^ (k + 1) := by exact_mod_cast hn
      have h42 : (4 : ℝ) ^ (k + 1) * (1 / 2) ^ (k + 1) = 2 ^ (k + 1) := by
        rw [← mul_pow]
        norm_num
      linear_combination (1 / 2 : ℝ) ^ (k + 1) * hcast + h42
    have hamp : (n : ℝ) / 7 * (1 / 2) ^ (k + 1) ≤
        amplification n (n + 1) * (stepEnergy n - stepEnergy (n + 1)) :=
      mul_le_mul (amplification_succ n).1 hdrop hq0.le
        (le_trans (by positivity) (amplification_succ n).1)
    have h2k : (2 : ℝ) ^ (k + 1) = 2 * 2 ^ k := by ring
    have h2pos : (0 : ℝ) < 2 ^ k := by positivity
    rw [twoPoint_eq stepEnergy (Nat.lt_succ_self n)]
    linarith

end

end TwoPointExtrapolation
```

```lean
#print axioms TwoPointExtrapolation.twoPoint_exact
#print axioms TwoPointExtrapolation.doubling_regular
#print axioms TwoPointExtrapolation.consecutive_regular_iff
#print axioms TwoPointExtrapolation.consecutive_not_regular
```

```
'TwoPointExtrapolation.twoPoint_exact' depends on axioms: [propext, Classical.choice, Quot.sound]
'TwoPointExtrapolation.doubling_regular' depends on axioms: [propext, Classical.choice, Quot.sound]
'TwoPointExtrapolation.consecutive_regular_iff' depends on axioms: [propext, Classical.choice, Quot.sound]
'TwoPointExtrapolation.consecutive_not_regular' depends on axioms: [propext, Classical.choice, Quot.sound]
```

For basis-set extrapolation in electronic structure, the convergence theorems concern limits of idealised infinite sequences: they give no error estimate for the few cardinal numbers available in a calculation. Nor does the counterexample speak against neighbouring pairs when the inverse-cube law holds, since then $n\Delta_n$ itself falls off as $n^{-3}$.
